# The open Kitaev chain at zero chemical potential and equal hopping and pairing commutes with its two end Majorana operators

Take fermion modes c_0, …, c_N on an open chain, with real hopping t, pairing of the same strength (its sign is fixed where H is written out below) and zero chemical potential. With a_j = c_j + c_j* and b_j = I(c_j* − c_j), where I is the imaginary unit as in Lean, the Hamiltonian is

H = I t Σ_j b_j a_(j+1), j = 0, …, N−1,

and it commutes with a_0 and b_N. In this quadratic mean-field model of a spinless superconductor, at this one parameter point, the two ends therefore supply a fermion mode of exactly zero energy.

## Fermions and Majorana operators

```lean
import Mathlib

open Complex

namespace KitaevChain

noncomputable section
```

This loads Mathlib and lets us write `I` for the imaginary unit.

```lean
/-- An operator that anticommutes with each of two factors commutes with their product. -/
theorem commute_mul_of_anticomm {R : Type*} [Ring R] {x p q : R}
    (hp : x * p + p * x = 0) (hq : x * q + q * x = 0) : Commute x (p * q) := by
  have hp' : x * p = -(p * x) := eq_neg_of_add_eq_zero_left hp
  have hq' : x * q = -(q * x) := eq_neg_of_add_eq_zero_left hq
  change x * (p * q) = p * q * x
  rw [← mul_assoc, hp', neg_mul, mul_assoc, hq', mul_neg, neg_neg, mul_assoc]
```

Before the colon stand the hypotheses: x anticommutes with p and with q. After it stands the claim: `Commute x (p * q)`, meaning x(pq) = (pq)x. By hand,

x p q = −p x q = p q x.

The `rw` line performs these two sign changes.

```lean
variable {A : Type*} [Ring A] [StarRing A] [Algebra ℂ A] {n N : ℕ}

/-- The canonical anticommutation relations for the annihilation operators `c j`. -/
structure IsCAR (c : Fin n → A) : Prop where
  anti : ∀ i j, c i * c j + c j * c i = 0
  mixed : ∀ i j, c i * star (c j) + star (c j) * c i = if i = j then 1 else 0
```

`A` is a complex algebra with an adjoint, written `star`. A family `c : Fin n → A` assigns an operator to each of the sites 0, …, n−1. `IsCAR c` says, with {x, y} = xy + yx,

{c_i, c_j} = 0, {c_i, c_j*} = δ_ij.

No Hilbert space or state is chosen.

```lean
/-- The Majorana operator `a_j = c_j + c_j*`. -/
def majA (c : Fin n → A) (j : Fin n) : A := c j + star (c j)
```

This is a_j.

```lean
/-- The Majorana operator `b_j = i (c_j* - c_j)`. -/
def majB (c : Fin n → A) (j : Fin n) : A := I • (star (c j) - c j)
```

This is b_j; the symbol `•` multiplies an operator by a number. Inverting the two definitions gives c_j = (a_j + I b_j)/2.

```lean
/-- The open Kitaev chain on the sites `0, ..., N`, with equal hopping and pairing `t` and
zero chemical potential. -/
def kitaevH (t : ℝ) (c : Fin (N + 1) → A) : A :=
  (-(t : ℂ)) • ∑ j : Fin N,
    (star (c j.castSucc) * c j.succ + star (c j.succ) * c j.castSucc
      + star (c j.castSucc) * star (c j.succ) + c j.succ * c j.castSucc)
```

Here `N` counts bonds, so there are N+1 sites. For a bond `j`, `j.castSucc` is site j and `j.succ` is site j+1:

H = −t Σ_j (c_j* c_(j+1) + c_(j+1)* c_j + c_j* c_(j+1)* + c_(j+1) c_j).

The first two terms are hopping. The last two create and remove neighbouring pairs, with an amplitude that stands for a superconducting condensate and is prescribed, not computed self-consistently.

```lean
/-- The mode `(a_i + i b_j) / 2` built from one Majorana operator at site `i` and one at
site `j`. -/
def pairMode (c : Fin n → A) (i j : Fin n) : A := (1 / 2 : ℂ) • (majA c i + I • majB c j)
```

This combines Majorana operators from two sites, possibly far apart, into (a_i + I b_j)/2.

```lean
/-- Anticommutators of the Majorana operators: `{a_i, a_j} = {b_i, b_j} = 2 δ_ij` and
`{a_i, b_j} = 0`. -/
theorem majorana_algebra {c : Fin n → A} (h : IsCAR c) (i j : Fin n) :
    (majA c i * majA c j + majA c j * majA c i = if i = j then 2 else 0) ∧
    (majB c i * majB c j + majB c j * majB c i = if i = j then 2 else 0) ∧
    majA c i * majB c j + majB c j * majA c i = 0 := by
  -- the relation between two creation operators is the adjoint of the one in `IsCAR`
  have s : star (c i) * star (c j) + star (c j) * star (c i) = 0 := by
    simpa only [star_add, star_mul, star_zero] using congrArg star (h.anti j i)
  refine ⟨?_, ?_, ?_⟩
  · have e : majA c i * majA c j + majA c j * majA c i
        = (c i * c j + c j * c i) + (star (c i) * star (c j) + star (c j) * star (c i))
          + (c i * star (c j) + star (c j) * c i)
          + (c j * star (c i) + star (c i) * c j) := by
      simp only [majA, mul_add, add_mul]
      abel
    rw [e, h.anti i j, s, h.mixed i j, h.mixed j i]
    rcases eq_or_ne i j with e | e
    · subst e
      norm_num
    · simp [e, e.symm]
  · have e : majB c i * majB c j + majB c j * majB c i
        = (c i * star (c j) + star (c j) * c i) + (c j * star (c i) + star (c i) * c j)
          - (c i * c j + c j * c i)
          - (star (c i) * star (c j) + star (c j) * star (c i)) := by
      simp only [majB, smul_mul_assoc, mul_smul_comm, smul_smul, I_mul_I, neg_smul, one_smul]
      simp only [mul_sub, sub_mul]
      abel
    rw [e, h.anti i j, s, h.mixed i j, h.mixed j i]
    rcases eq_or_ne i j with e | e
    · subst e
      norm_num
    · simp [e, e.symm]
  · have e : majA c i * majB c j + majB c j * majA c i
        = I • ((c i * star (c j) + star (c j) * c i) - (c i * c j + c j * c i)
          + (star (c i) * star (c j) + star (c j) * star (c i))
          - (c j * star (c i) + star (c i) * c j)) := by
      simp only [majA, majB, smul_mul_assoc, mul_smul_comm, ← smul_add]
      congr 1
      simp only [mul_sub, sub_mul, mul_add, add_mul]
      abel
    rw [e, h.anti i j, s, h.mixed i j, h.mixed j i]
    rcases eq_or_ne i j with e | e
    · subst e
      simp
    · simp [e, e.symm]
```

The three statements joined by `∧` are {a_i, a_j} = 2δ_ij, {b_i, b_j} = 2δ_ij and {a_i, b_j} = 0. Taking the adjoint of {c_j, c_i} = 0 gives {c_i*, c_j*} = 0, which is `s` in the proof. Then

{a_i, a_j} = {c_i, c_j} + {c_i*, c_j*} + {c_i, c_j*} + {c_i*, c_j} = 2δ_ij,

{b_i, b_j} = −({c_i*, c_j*} − {c_i*, c_j} − {c_i, c_j*} + {c_i, c_j}) = 2δ_ij,

{a_i, b_j} = I({c_i, c_j*} − {c_i, c_j} + {c_i*, c_j*} − {c_i*, c_j}) = I(δ_ij − δ_ij) = 0.

Each `e` with an equation between operators is one of these expansions. The next `rw` inserts the known anticommutators, and `rcases` separates i = j from i ≠ j.

```lean
/-- Each Majorana operator squares to one. -/
theorem majorana_sq {c : Fin n → A} (h : IsCAR c) (j : Fin n) :
    majA c j * majA c j = 1 ∧ majB c j * majB c j = 1 := by
  have half : ∀ x : A, x + x = 2 → x = 1 := fun x hx => by
    calc x = (1 / 2 : ℂ) • (x + x) := by module
      _ = (1 / 2 : ℂ) • ((1 : A) + 1) := by rw [hx, one_add_one_eq_two]
      _ = 1 := by module
  exact ⟨half _ (by simpa using (majorana_algebra h j j).1),
    half _ (by simpa using (majorana_algebra h j j).2.1)⟩
```

Setting i = j gives 2a_j² = 2 and 2b_j² = 2, hence a_j² = b_j² = 1. The auxiliary `half` does the halving.

```lean
/-- The Majorana operators are self-adjoint. -/
theorem majorana_selfadjoint [StarModule ℂ A] (c : Fin n → A) (j : Fin n) :
    star (majA c j) = majA c j ∧ star (majB c j) = majB c j := by
  have hI : star I = -I := conj_I
  constructor
  · rw [majA, star_add, star_star, add_comm]
  · rw [majB, star_smul, star_sub, star_star, hI, neg_smul, ← smul_neg, neg_sub]
```

Clearly a_j* = a_j. Conjugating I as well,

b_j* = −I(c_j − c_j*) = I(c_j* − c_j) = b_j.

The assumption `StarModule ℂ A` says that the adjoint conjugates numerical factors.

## The bond form and the two ends

```lean
/-- In Majorana operators the Kitaev chain reads `H = i t ∑ b_j a_(j+1)`. -/
theorem kitaev_majorana_form {c : Fin (N + 1) → A} (h : IsCAR c) (t : ℝ) :
    kitaevH t c = (I * (t : ℂ)) • ∑ j : Fin N, majB c j.castSucc * majA c j.succ := by
  rw [kitaevH, Finset.smul_sum, Finset.smul_sum]
  refine Finset.sum_congr rfl fun j _ => ?_
  have hne : j.castSucc ≠ j.succ := by
    intro e
    have := congrArg Fin.val e
    simp at this
  -- operators on neighbouring sites anticommute
  have e1 := eq_neg_of_add_eq_zero_left (h.anti j.castSucc j.succ)
  have e2 := eq_neg_of_add_eq_zero_left ((h.mixed j.castSucc j.succ).trans (if_neg hne))
  have key : (star (c j.castSucc) - c j.castSucc) * (c j.succ + star (c j.succ))
      = star (c j.castSucc) * c j.succ + star (c j.succ) * c j.castSucc
        + star (c j.castSucc) * star (c j.succ) + c j.succ * c j.castSucc := by
    simp only [mul_add, sub_mul]
    rw [e1, e2]
    abel
  simp only [majA, majB, smul_mul_assoc, smul_smul]
  rw [key]
  congr 1
  linear_combination (-(t : ℂ)) * I_sq
```

On one bond,

b_j a_(j+1) = I(c_j* c_(j+1) + c_j* c_(j+1)* − c_j c_(j+1) − c_j c_(j+1)*).

Neighbouring sites are different, so −c_j c_(j+1) = c_(j+1) c_j and −c_j c_(j+1)* = c_(j+1)* c_j. The bracket is then the one in H, and multiplying by I t gives the prefactor I² t = −t.

In Lean, `Finset.sum_congr` reduces the claim to one bond, `e1` and `e2` are the two reorderings, `key` is the bracket, and the last line uses I² = −1.

```lean
/-- The Kitaev chain commutes with the Majorana operator `a` of its first site and with the
Majorana operator `b` of its last site. -/
theorem kitaev_commute_edge {c : Fin (N + 1) → A} (h : IsCAR c) (t : ℝ) :
    Commute (kitaevH t c) (majA c 0) ∧ Commute (kitaevH t c) (majB c (Fin.last N)) := by
  rw [kitaev_majorana_form h]
  -- neither end operator occurs in any bond term
  constructor
  · refine ((Commute.sum_right _ _ _ fun j _ => ?_).smul_right _).symm
    exact commute_mul_of_anticomm (majorana_algebra h _ _).2.2
      ((majorana_algebra h _ _).1.trans (if_neg (Fin.succ_ne_zero j).symm))
  · refine ((Commute.sum_right _ _ _ fun j _ => ?_).smul_right _).symm
    exact commute_mul_of_anticomm
      ((majorana_algebra h _ _).2.1.trans (if_neg (Fin.castSucc_lt_last j).ne'))
      ((add_comm _ _).trans (majorana_algebra h _ _).2.2)
```

The operator a_0 anticommutes with every b_j, and with every a_(j+1) because j+1 ≠ 0. Likewise b_N anticommutes with every a_(j+1), and with every b_j in the sum because j < N. By the product lemma, each end operator commutes with every bond term, and `Commute.sum_right` carries this to the sum.

Since the bonds are treated one at a time, the same argument works for couplings t_j that vary along the chain. Away from zero chemical potential or equal amplitudes, H acquires other terms; the persistence of end modes throughout a topological phase is a different question, which this exact cancellation does not settle.

## A mode at zero energy and modes at 2t

```lean
/-- The mode `f = (a_i + i b_j) / 2` is a fermion: `f² = 0` and `f f* + f* f = 1`. -/
theorem pairMode_fermion [StarModule ℂ A] {c : Fin n → A} (h : IsCAR c) (i j : Fin n) :
    pairMode c i j * pairMode c i j = 0 ∧
    pairMode c i j * star (pairMode c i j) + star (pairMode c i j) * pairMode c i j = 1 := by
  have hx := (majorana_sq h i).1
  have hy := (majorana_sq h j).2
  have hxy := (majorana_algebra h i j).2.2
  have hI : star I = -I := conj_I
  have h2 : star (1 / 2 : ℂ) = 1 / 2 := by simp
  have hs : star (pairMode c i j) = (1 / 2 : ℂ) • (majA c i - I • majB c j) := by
    rw [pairMode, star_smul, star_add, star_smul, h2, hI, (majorana_selfadjoint c i).1,
      (majorana_selfadjoint c j).2, neg_smul, ← sub_eq_add_neg]
  rw [hs, pairMode]
  generalize majA c i = x at *
  generalize majB c j = y at *
  constructor
  · have key : (x + I • y) * (x + I • y) = 0 := by
      calc _ = x * x + I • (x * y + y * x) + (I * I) • (y * y) := by
            simp only [mul_add, add_mul, smul_mul_assoc, mul_smul_comm, smul_add, smul_smul]
            abel
        _ = 0 := by rw [hx, hxy, hy, I_mul_I]; simp
    rw [smul_mul_assoc, mul_smul_comm, key, smul_zero, smul_zero]
  · have key : (x + I • y) * (x - I • y) + (x - I • y) * (x + I • y) = (4 : ℂ) • (1 : A) := by
      calc _ = (x * x + x * x) - (I * I) • (y * y + y * y) := by
            simp only [mul_add, add_mul, mul_sub, sub_mul, smul_mul_assoc, mul_smul_comm,
              smul_add, smul_sub, smul_smul]
            abel
        _ = (4 : ℂ) • (1 : A) := by rw [hx, hy, I_mul_I]; module
    simp only [smul_mul_assoc, mul_smul_comm, ← smul_add]
    rw [key, smul_smul, smul_smul]
    norm_num
```

Write a = a_i, b = b_j and f = (a + I b)/2, so f* = (a − I b)/2. Then

f² = (a² + I{a, b} − b²)/4 = (1 + 0 − 1)/4 = 0,

f f* + f* f = (2a² + 2b²)/4 = 1.

So f is an ordinary fermion mode, for any choice of the two sites. The proof abbreviates the Majorana operators to `x` and `y`; its two `key` equations are these calculations before division by 4.

```lean
/-- The mode built from the Majorana operators at the two ends commutes with the Kitaev
chain. -/
theorem edge_mode_commute {c : Fin (N + 1) → A} (h : IsCAR c) (t : ℝ) :
    Commute (kitaevH t c) (pairMode c 0 (Fin.last N)) :=
  ((kitaev_commute_edge h t).1.add_right
    ((kitaev_commute_edge h t).2.smul_right I)).smul_right _
```

The mode f = (a_0 + I b_N)/2 is a linear combination of two operators that commute with H, so it commutes with H too. It takes an energy eigenstate either to zero or to an eigenstate of the same energy. For N = 0 there is one site and no bond: H = 0 and f = c_0.

```lean
/-- The mode `d = (a_(k+1) + i b_k) / 2` on a bond satisfies `[H, d] = 2 t d`. -/
theorem bond_mode_energy {c : Fin (N + 1) → A} (h : IsCAR c) (t : ℝ) (k : Fin N) :
    kitaevH t c * pairMode c k.succ k.castSucc - pairMode c k.succ k.castSucc * kitaevH t c
      = (2 * (t : ℂ)) • pairMode c k.succ k.castSucc := by
  rw [kitaev_majorana_form h, smul_mul_assoc, mul_smul_comm, ← smul_sub, Finset.sum_mul,
    Finset.mul_sum, ← Finset.sum_sub_distrib, Finset.sum_eq_single k]
  · -- the bond `k` itself
    have hx := (majorana_sq h k.succ).1
    have hy := (majorana_sq h k.castSucc).2
    have hxy := eq_neg_of_add_eq_zero_left (majorana_algebra h k.succ k.castSucc).2.2
    have key : majB c k.castSucc * majA c k.succ * pairMode c k.succ k.castSucc
        - pairMode c k.succ k.castSucc * (majB c k.castSucc * majA c k.succ)
        = (-(2 * I)) • pairMode c k.succ k.castSucc := by
      rw [pairMode]
      generalize majA c k.succ = x at *
      generalize majB c k.castSucc = y at *
      have e1 : y * x * x = y := by rw [mul_assoc, hx, mul_one]
      have e2 : x * (y * x) = -y := by
        rw [← mul_assoc, hxy, neg_mul, mul_assoc, hx, mul_one]
      have e3 : y * x * y = -x := by
        rw [mul_assoc, hxy, mul_neg, ← mul_assoc, hy, one_mul]
      have e4 : y * (y * x) = x := by rw [← mul_assoc, hy, one_mul]
      simp only [mul_smul_comm, smul_mul_assoc, mul_add, add_mul, e1, e2, e3, e4]
      linear_combination (norm := module) I_mul_I • y
    rw [key, smul_smul]
    congr 1
    linear_combination (-2 * (t : ℂ)) * I_sq
  · -- every other bond term commutes with the mode
    intro j _ hj
    have ha : Commute (majA c k.succ) (majB c j.castSucc * majA c j.succ) :=
      commute_mul_of_anticomm (majorana_algebra h _ _).2.2
        ((majorana_algebra h _ _).1.trans
          (if_neg fun e => hj (Fin.succ_injective _ e).symm))
    have hb : Commute (majB c k.castSucc) (majB c j.castSucc * majA c j.succ) :=
      commute_mul_of_anticomm
        ((majorana_algebra h _ _).2.1.trans
          (if_neg fun e => hj (Fin.castSucc_injective _ e).symm))
        ((add_comm _ _).trans (majorana_algebra h _ _).2.2)
    exact sub_eq_zero.mpr ((ha.add_left (hb.smul_left I)).smul_left (1 / 2 : ℂ)).eq.symm
  · intro hk
    exact absurd (Finset.mem_univ k) hk
```

For bond k put a = a_(k+1), b = b_k and d = (a + I b)/2. From a² = b² = 1 and ab = −ba,

[ba, a] = b − (−b) = 2b, [ba, b] = −a − a = −2a,

[ba, d] = b − I a = −2I d.

Multiplying by I t gives 2t d. For any other bond j ≠ k, both a_(k+1) and b_k anticommute with b_j and a_(j+1), so that bond contributes nothing. Hence [H, d] = 2t d: for t > 0, d takes an energy eigenstate either to zero or to an eigenstate whose energy is higher by 2t.

`Finset.sum_eq_single k` isolates bond k. The equations `e1` to `e4` are the four products in the commutators, and `ha` and `hb` dispose of the other bonds.

## Two sites as 4×4 matrices

```lean
/-- Jordan-Wigner matrices of the two annihilation operators of a two-site chain. -/
def twoSiteModes : Fin 2 → Matrix (Fin 4) (Fin 4) ℂ :=
  ![!![0, 0, 1, 0; 0, 0, 0, 1; 0, 0, 0, 0; 0, 0, 0, 0],
    !![0, 1, 0, 0; 0, 0, 0, 0; 0, 0, 0, -1; 0, 0, 0, 0]]
```

In the occupation basis |00⟩, |01⟩, |10⟩, |11⟩, the first matrix is c_0 and the second is c_1. The entry −1 is the fermionic sign from passing an occupied site 0.

```lean
/-- The two-site Jordan-Wigner matrices satisfy the canonical anticommutation relations. -/
theorem isCAR_witness : IsCAR twoSiteModes := by
  constructor
  · intro i j
    fin_cases i <;> fin_cases j <;> ext k l <;> fin_cases k <;> fin_cases l <;>
      simp [twoSiteModes]
  · -- the creation operators as explicit matrices
    have s : ∀ j, star (twoSiteModes j) =
        (![!![0, 0, 0, 0; 0, 0, 0, 0; 1, 0, 0, 0; 0, 1, 0, 0],
          !![0, 0, 0, 0; 1, 0, 0, 0; 0, 0, 0, 0; 0, 0, -1, 0]] :
            Fin 2 → Matrix (Fin 4) (Fin 4) ℂ) j := by
      intro j
      ext k l
      change star (twoSiteModes j l k) = _
      fin_cases j <;> fin_cases k <;> fin_cases l <;> simp [twoSiteModes]
    intro i j
    rw [s j]
    fin_cases i <;> fin_cases j <;> ext k l <;> fin_cases k <;> fin_cases l <;>
      simp [twoSiteModes]

end

end KitaevChain
```

The proof writes out the adjoint matrices and compares all entries, which shows that the relations assumed above are realised for two sites.

This is the shortest chain with a bond, N = 1. There H = I t b_0 a_1 and H² = t². Moreover a_1 anticommutes with H, so for t ≠ 0 the four levels are t and −t, each twice. The end mode f = (a_0 + I b_1)/2 connects states of equal energy.

```lean
#print axioms KitaevChain.kitaev_commute_edge
-- 'KitaevChain.kitaev_commute_edge' depends on axioms: [propext, Classical.choice, Quot.sound]
#print axioms KitaevChain.pairMode_fermion
-- 'KitaevChain.pairMode_fermion' depends on axioms: [propext, Classical.choice, Quot.sound]
#print axioms KitaevChain.edge_mode_commute
-- 'KitaevChain.edge_mode_commute' depends on axioms: [propext, Classical.choice, Quot.sound]
#print axioms KitaevChain.bond_mode_energy
-- 'KitaevChain.bond_mode_energy' depends on axioms: [propext, Classical.choice, Quot.sound]
```
